# Normalised states over a nonempty finite basis form a nonempty compact set

The theorem `states_compact` concerns complex amplitude vectors `u` indexed by a nonempty finite type, with a state defined by the normalisation `star u ⬝ᵥ u = 1`. It states that the set of all such vectors is compact and nonempty; no Hamiltonian enters. For compactness, the attempt shows that the set is closed, because the normalisation is a continuous condition, and bounded, because no amplitude can have modulus above 1. For nonemptiness it exhibits a vector with amplitude 1 on one basis element and 0 on the rest.

An attempt in Lean 4 with a fault in it:

```lean
import Mathlib

open Matrix
open scoped ComplexOrder

namespace OpikPryceExtremal

noncomputable section

variable {n ι : Type*} [Fintype n] [DecidableEq n] [Fintype ι]

/-- A normalised electronic state. -/
def IsState (u : n → ℂ) : Prop := star u ⬝ᵥ u = 1

omit [DecidableEq n] in
/-- The squared norm of a vector is the sum of the squared moduli of its amplitudes. -/
theorem star_dot_self (x : n → ℂ) :
    star x ⬝ᵥ x = ((∑ i, Complex.normSq (x i) : ℝ) : ℂ) := by
  simp [dotProduct, Complex.normSq_eq_conj_mul_self]

/-- The normalised states form a nonempty compact set. -/
theorem states_compact [Nonempty n] :
    IsCompact {u : n → ℂ | IsState u} ∧ {u : n → ℂ | IsState u}.Nonempty := by
  constructor
  · refine Metric.isCompact_of_isClosed_isBounded (isClosed_eq ?_ continuous_const)
      ((Metric.isBounded_closedBall (x := (0 : n → ℂ)) (r := 1)).subset ?_)
    · simp only [dotProduct, Pi.star_apply]
      fun_prop
    · intro u hu
      have h1 : ∑ i, Complex.normSq (u i) = 1 := by
        have h := (star_dot_self u).symm.trans hu
        exact_mod_cast h
      rw [mem_closedBall_zero_iff, pi_norm_le_iff_of_nonneg zero_le_one]
      intro i
      have h2 := Finset.single_le_sum (f := fun j => Complex.normSq (u j))
        (fun j _ => Complex.normSq_nonneg _) (Finset.mem_univ i)
      have h3 := Complex.sq_norm (u i)
      simp only at h2
      nlinarith [norm_nonneg (u i)]
  · obtain ⟨i⟩ := ‹Nonempty n›
    exact ⟨Pi.single i 1, by simp [IsState]⟩

end

end OpikPryceExtremal
```

Compiling this gives:

```
Main.lean:38:6: error: `simp` made no progress
```

The message points to `simp only at h2`, in the boundedness part. With no lemmas listed, `simp only` can do little more than basic simplifications such as applying a `fun` to its argument. The step could have been of use if `h2` still contained the function given as `f` in unreduced form, but Lean found nothing in `h2` to simplify, and `simp` treats making no progress as an error.

The mathematics was not at fault. `h2` already says that `Complex.normSq (u i)` is at most the sum of all the squared moduli, which `h1` sets equal to 1, and `h3` identifies `Complex.normSq (u i)` with the square of the norm of `u i`. The diff deletes the failing line, leaving a blank one, and `nlinarith` then proves the bound from these facts as they stand.

This version goes through:

```diff
@@ -36,5 +36,5 @@
         (fun j _ => Complex.normSq_nonneg _) (Finset.mem_univ i)
       have h3 := Complex.sq_norm (u i)
-      simp only at h2
+
       nlinarith [norm_nonneg (u i)]
   · obtain ⟨i⟩ := ‹Nonempty n›
```
